# A one-site spin density matrix with $0\le r\le 1$ satisfies $\det r=n^2/4-\mathbf m\cdot\mathbf m$ and $\|\mathbf m\|\le\min(n/2,\,1-n/2)$

The spin density matrix $r$ of one orbital is a complex $2\times2$ matrix with entries $r_{\sigma\tau}=\langle c_\tau^\dagger c_\sigma\rangle$. Lean counts from zero, so index 0 is spin up and index 1 is spin down. The mean electron number is $n=\operatorname{tr}r$, and $\mathbf m$ is the mean spin vector in units of $\hbar$, so that $m_z=(r_{00}-r_{11})/2$.

```lean
import Mathlib

open Matrix
open scoped ComplexOrder

namespace HubbardSpinDensity

noncomputable section
```

The file loads Mathlib and the order on complex numbers, in which $0\le z$ means that $z$ is real and nonnegative.

```lean
/-- The three Pauli matrices, in the order x, y, z. -/
def pauli : Fin 3 → Matrix (Fin 2) (Fin 2) ℂ :=
  ![!![0, 1; 1, 0], !![0, -Complex.I; Complex.I, 0], !![1, 0; 0, -1]]
```

`pauli 0`, `pauli 1` and `pauli 2` are $\sigma_x,\sigma_y,\sigma_z$.

```lean
/-- The electron number `n = Re (tr r)` on the site. -/
def number (r : Matrix (Fin 2) (Fin 2) ℂ) : ℝ := r.trace.re
```

The electron number is $n=\operatorname{Re}\operatorname{tr}r$. For Hermitian $r$ the trace is already real.

```lean
/-- The spin vector with components `m_k = Re (tr (r σ_k)) / 2`. -/
def spin (r : Matrix (Fin 2) (Fin 2) ℂ) : EuclideanSpace ℝ (Fin 3) :=
  WithLp.toLp 2 fun k => (r * pauli k).trace.re / 2
```

The spin vector has components $m_k=\tfrac12\operatorname{Re}\operatorname{tr}(r\sigma_k)$. The type `EuclideanSpace ℝ (Fin 3)` gives it the usual length, so $\|\mathbf m\|^2=\mathbf m\cdot\mathbf m$.

```lean
/-- The Hubbard mean-field factor: the Hartree product of the up and down densities
minus the exchange product of the spin-flip densities. -/
def hubbardFactor (r : Matrix (Fin 2) (Fin 2) ℂ) : ℂ :=
  r 0 0 * r 1 1 - r 0 1 * r 1 0
```

This is $D=r_{00}r_{11}-r_{01}r_{10}$, Hartree minus exchange. It is the mean-field value of $\langle n_\uparrow n_\downarrow\rangle$ without pairing averages; that factorisation is taken as the definition, not derived from a many-electron state.

```lean
/-- The condition `0 ≤ r ≤ 1` on a one-site spin density matrix. -/
def IsSpinDensity (r : Matrix (Fin 2) (Fin 2) ℂ) : Prop :=
  r.PosSemidef ∧ (1 - r).PosSemidef
```

`PosSemidef` means Hermitian with nonnegative eigenvalues. Requiring it of both $r$ and $1-r$ puts the eigenvalues of $r$ in $[0,1]$, which is the Pauli principle for spin orbitals.

```lean
/-- The density matrix with up occupation `a`, down occupation `b` and no spin-flip part. -/
def collinear (a b : ℝ) : Matrix (Fin 2) (Fin 2) ℂ :=
  Matrix.diagonal ![(a : ℂ), (b : ℂ)]
```

A collinear matrix is $\operatorname{diag}(a,b)$.

```lean
/-- A Hermitian spin matrix has real diagonal entries and conjugate off-diagonal entries. -/
theorem hermitian_entries {r : Matrix (Fin 2) (Fin 2) ℂ} (hr : r.IsHermitian) :
    (r 0 0).im = 0 ∧ (r 1 1).im = 0 ∧ (r 1 0).re = (r 0 1).re ∧
      (r 1 0).im = -(r 0 1).im := by
  have h0 : -(r 0 0).im = (r 0 0).im := congrArg Complex.im (hr.apply 0 0)
  have h1 : -(r 1 1).im = (r 1 1).im := congrArg Complex.im (hr.apply 1 1)
  have h2 : (star (r 0 1)).re = (r 1 0).re := congrArg Complex.re (hr.apply 1 0)
  rw [Complex.star_def, Complex.conj_re] at h2
  have h3 : -(r 0 1).im = (r 1 0).im := congrArg Complex.im (hr.apply 1 0)
  exact ⟨by linarith, by linarith, h2.symm, h3.symm⟩
```

The hypothesis `hr` says that $r=r^\dagger$. Comparing entries gives real $r_{00},r_{11}$ and $r_{10}=r_{01}^*$, which the theorem states through real and imaginary parts.

```lean
/-- The electron number and the three spin components in terms of the matrix entries. -/
theorem number_spin_entries (r : Matrix (Fin 2) (Fin 2) ℂ) :
    number r = (r 0 0).re + (r 1 1).re ∧
      spin r 0 = ((r 0 1).re + (r 1 0).re) / 2 ∧
      spin r 1 = ((r 1 0).im - (r 0 1).im) / 2 ∧
      spin r 2 = ((r 0 0).re - (r 1 1).re) / 2 := by
  refine ⟨?_, ?_, ?_, ?_⟩ <;>
    simp [number, spin, pauli, Matrix.trace_fin_two, Matrix.mul_apply, Fin.sum_univ_two] <;>
    ring
```

Multiplying out the traces gives, for any $r$,
$$n=\operatorname{Re}(r_{00}+r_{11}),\qquad m_x=\tfrac12\operatorname{Re}(r_{01}+r_{10}),$$
$$m_y=\tfrac12\operatorname{Im}(r_{10}-r_{01}),\qquad m_z=\tfrac12\operatorname{Re}(r_{00}-r_{11}).$$
`simp` expands the sums and `ring` finishes the algebra.

```lean
/-- A Hermitian spin density matrix is `n/2` times the identity plus `∑ m_k σ_k`. -/
theorem pauli_expansion {r : Matrix (Fin 2) (Fin 2) ℂ} (hr : r.IsHermitian) :
    r = ((number r / 2 : ℝ) : ℂ) • (1 : Matrix (Fin 2) (Fin 2) ℂ) +
      ∑ k, ((spin r k : ℝ) : ℂ) • pauli k := by
  obtain ⟨h0, h1, h2, h3⟩ := hermitian_entries hr
  obtain ⟨hn, hx, hy, hz⟩ := number_spin_entries r
  rw [Fin.sum_univ_three]
  ext i j
  fin_cases i <;> fin_cases j <;> apply Complex.ext <;> simp [pauli] <;> linarith
```

For Hermitian $r$ these relations invert to $r_{00}=n/2+m_z$, $r_{11}=n/2-m_z$ and $r_{01}=m_x-im_y=r_{10}^*$, that is,
$$r=\tfrac n2\,1+\sum_k m_k\sigma_k.$$
Thus $n$ and $\mathbf m$ determine $r$ completely. The proof checks the four entries with `fin_cases`.

```lean
/-- For a Hermitian spin density matrix the Hubbard mean-field factor is `n²/4 - m·m`. -/
theorem hubbardFactor_eq {r : Matrix (Fin 2) (Fin 2) ℂ} (hr : r.IsHermitian) :
    hubbardFactor r = ((number r ^ 2 / 4 - ‖spin r‖ ^ 2 : ℝ) : ℂ) := by
  obtain ⟨h0, h1, h2, h3⟩ := hermitian_entries hr
  obtain ⟨hn, hx, hy, hz⟩ := number_spin_entries r
  rw [EuclideanSpace.norm_sq_eq, Fin.sum_univ_three]
  simp only [Real.norm_eq_abs, sq_abs]
  rw [hn, hx, hy, hz]
  apply Complex.ext
  · rw [Complex.ofReal_re]
    simp only [hubbardFactor, Complex.sub_re, Complex.mul_re, h0, h1, h2, h3]
    ring
  · rw [Complex.ofReal_im]
    simp only [hubbardFactor, Complex.sub_im, Complex.mul_im, h0, h1, h2, h3]
    ring
```

By hand, $r_{00}r_{11}=n^2/4-m_z^2$ and $r_{01}r_{10}=m_x^2+m_y^2$, so
$$D=\frac{n^2}{4}-\|\mathbf m\|^2.$$
Lean compares real and imaginary parts separately. Only Hermiticity is used here.

```lean
/-- The Hubbard mean-field factor is unchanged by a unitary rotation of the spin axes. -/
theorem hubbardFactor_rotation (r V : Matrix (Fin 2) (Fin 2) ℂ) (hV : V * Vᴴ = 1) :
    hubbardFactor (V * r * Vᴴ) = hubbardFactor r := by
  have hdet : ∀ s : Matrix (Fin 2) (Fin 2) ℂ, hubbardFactor s = s.det :=
    fun s => (Matrix.det_fin_two s).symm
  have h : V.det * Vᴴ.det = 1 := by rw [← Matrix.det_mul, hV, Matrix.det_one]
  rw [hdet, hdet, Matrix.det_mul, Matrix.det_mul]
  linear_combination r.det * h
```

The symbol `ᴴ` is the adjoint. Since $D=\det r$ and $VV^\dagger=1$,
$$\det(VrV^\dagger)=\det V\,\det V^\dagger\,\det r=\det r.$$
`linear_combination` performs this last substitution.

```lean
/-- If `0 ≤ r ≤ 1`, then `0 ≤ n ≤ 2`, and the determinant is at least `0` and at least `n - 1`. -/
theorem occupation_bounds {r : Matrix (Fin 2) (Fin 2) ℂ} (hr : IsSpinDensity r) :
    0 ≤ number r ∧ number r ≤ 2 ∧ 0 ≤ r.det.re ∧ number r - 1 ≤ r.det.re := by
  have ht : (1 - r).trace = 2 - r.trace := by
    simp [Matrix.trace_sub, Matrix.trace_one]
  -- the determinant of the hole density matrix
  have hd : (1 - r).det = 1 - r.trace + r.det := by
    have h01 : (1 : Matrix (Fin 2) (Fin 2) ℂ) 0 1 = 0 := by simp
    have h10 : (1 : Matrix (Fin 2) (Fin 2) ℂ) 1 0 = 0 := by simp
    rw [Matrix.det_fin_two (1 - r), Matrix.det_fin_two r, Matrix.trace_fin_two]
    simp only [Matrix.sub_apply, Matrix.one_apply_eq, h01, h10]
    ring
  have h2 := (Complex.le_def.mp hr.2.trace_nonneg).1
  have h4 := (Complex.le_def.mp hr.2.det_nonneg).1
  rw [ht] at h2
  rw [hd] at h4
  simp only [Complex.zero_re, Complex.sub_re, Complex.re_ofNat] at h2
  simp only [Complex.zero_re, Complex.add_re, Complex.sub_re, Complex.one_re] at h4
  refine ⟨(Complex.le_def.mp hr.1.trace_nonneg).1, ?_,
    (Complex.le_def.mp hr.1.det_nonneg).1, ?_⟩
  · unfold number; linarith
  · unfold number; linarith
```

A positive semidefinite matrix has nonnegative trace and determinant. For $r$ this gives $n\ge0$ and $\det r\ge0$. For the hole matrix $1-r$ it gives
$$2-n\ge0,\qquad \det(1-r)=1-n+\det r\ge0.$$
The steps `ht` and `hd` compute the trace and determinant of $1-r$.

```lean
/-- If `0 ≤ r ≤ 1`, the Hubbard mean-field factor is `det r = n²/4 - m·m`, and the spin
length is at most `min (n/2) (1 - n/2)`. -/
theorem det_and_spin_bound {r : Matrix (Fin 2) (Fin 2) ℂ} (hr : IsSpinDensity r) :
    hubbardFactor r = r.det ∧
      r.det = ((number r ^ 2 / 4 - ‖spin r‖ ^ 2 : ℝ) : ℂ) ∧
      ‖spin r‖ ≤ min (number r / 2) (1 - number r / 2) := by
  have hf : hubbardFactor r = r.det := (Matrix.det_fin_two r).symm
  have hd := hubbardFactor_eq hr.1.isHermitian
  rw [hf] at hd
  obtain ⟨h1, h2, h3, h4⟩ := occupation_bounds hr
  rw [hd, Complex.ofReal_re] at h3 h4
  have hm := norm_nonneg (spin r)
  -- positivity of r gives the first bound, positivity of 1 - r the second
  exact ⟨hf, hd, le_min (by nlinarith) (by nlinarith)⟩
```

Inserting $\det r=n^2/4-\|\mathbf m\|^2$ into the two determinant inequalities gives
$$\|\mathbf m\|^2\le\left(\frac n2\right)^2,\qquad \|\mathbf m\|^2\le\left(1-\frac n2\right)^2.$$
Both bases are nonnegative because $0\le n\le2$, so square roots may be taken. `nlinarith` does this for each bound, and `le_min` combines them.

```lean
/-- If `0 ≤ r ≤ 1`, the Hubbard mean-field factor lies between `max 0 (n - 1)` and `n²/4`;
it equals the upper value exactly when the spin vanishes, and the lower value exactly when
the spin length is `min (n/2) (1 - n/2)`. -/
theorem hubbardFactor_range {r : Matrix (Fin 2) (Fin 2) ℂ} (hr : IsSpinDensity r) :
    max 0 (number r - 1) ≤ (hubbardFactor r).re ∧
      (hubbardFactor r).re ≤ number r ^ 2 / 4 ∧
      ((hubbardFactor r).re = number r ^ 2 / 4 ↔ spin r = 0) ∧
      ((hubbardFactor r).re = max 0 (number r - 1) ↔
        ‖spin r‖ = min (number r / 2) (1 - number r / 2)) := by
  obtain ⟨hf, hd, -⟩ := det_and_spin_bound hr
  obtain ⟨h1, h2, h3, h4⟩ := occupation_bounds hr
  rw [hf]
  refine ⟨max_le h3 h4, ?_, ?_, ?_⟩
  · rw [hd, Complex.ofReal_re]
    linarith [sq_nonneg ‖spin r‖]
  · rw [hd, Complex.ofReal_re]
    constructor
    · intro h
      have h0 : ‖spin r‖ ^ 2 = 0 := by linarith
      exact norm_eq_zero.mp (pow_eq_zero_iff two_ne_zero |>.mp h0)
    · intro h
      rw [h, norm_zero]
      ring
  · rw [hd, Complex.ofReal_re]
    -- below and above half filling a different bound is active
    rcases le_total (number r) 1 with h | h
    · rw [min_eq_left (by linarith), max_eq_left (by linarith),
        ← sq_eq_sq₀ (norm_nonneg (spin r)) (by linarith : (0 : ℝ) ≤ number r / 2)]
      constructor <;> intro h' <;> nlinarith
    · rw [min_eq_right (by linarith), max_eq_right (by linarith),
        ← sq_eq_sq₀ (norm_nonneg (spin r)) (by linarith : (0 : ℝ) ≤ 1 - number r / 2)]
      constructor <;> intro h' <;> nlinarith
```

The two determinant inequalities give $\max(0,n-1)\le D$, and $D=n^2/4-\|\mathbf m\|^2$ gives $D\le n^2/4$. The upper value requires $\|\mathbf m\|^2=0$. For the lower value, `rcases` splits at half filling: if $n\le1$, $D=0$ means $\|\mathbf m\|=n/2$; if $n\ge1$, $D=n-1$ means $\|\mathbf m\|^2=(1-n/2)^2$.

The Hubbard model has the on-site interaction $U\,n_\uparrow n_\downarrow$, where $n_\sigma=c_\sigma^\dagger c_\sigma$ and $U$ is the energy cost of double occupation. In Hartree–Fock theory without pairing averages, $UD$ is the interaction energy of one site, so for $U>0$ and fixed $n$ it is lowest at maximal spin. The hopping energy is left out here, so this does not decide whether a lattice magnetises.

```lean
/-- With occupations `a` and `b` in `[0, 1]`, the collinear matrix satisfies `0 ≤ r ≤ 1`,
has electron number `a + b` and spin length `|a - b| / 2`. -/
theorem collinear_properties {a b : ℝ} (ha : 0 ≤ a) (ha' : a ≤ 1) (hb : 0 ≤ b) (hb' : b ≤ 1) :
    IsSpinDensity (collinear a b) ∧ number (collinear a b) = a + b ∧
      ‖spin (collinear a b)‖ = |a - b| / 2 := by
  have key : ∀ x y : ℝ, 0 ≤ x → 0 ≤ y → (collinear x y).PosSemidef := by
    intro x y hx hy
    refine Matrix.posSemidef_diagonal_iff.mpr fun i => ?_
    fin_cases i
    · exact Complex.zero_le_real.mpr hx
    · exact Complex.zero_le_real.mpr hy
  have hole : 1 - collinear a b = collinear (1 - a) (1 - b) := by
    ext i j
    fin_cases i <;> fin_cases j <;> simp [collinear]
  have e00 : collinear a b 0 0 = (a : ℂ) := by simp [collinear]
  have e11 : collinear a b 1 1 = (b : ℂ) := by simp [collinear]
  have e01 : collinear a b 0 1 = 0 := by simp [collinear]
  have e10 : collinear a b 1 0 = 0 := by simp [collinear]
  obtain ⟨hn, hx, hy, hz⟩ := number_spin_entries (collinear a b)
  refine ⟨⟨key a b ha hb, ?_⟩, ?_, ?_⟩
  · rw [hole]
    exact key _ _ (by linarith) (by linarith)
  · rw [hn, e00, e11, Complex.ofReal_re, Complex.ofReal_re]
  · rw [← sq_eq_sq₀ (norm_nonneg _) (by positivity : (0 : ℝ) ≤ |a - b| / 2),
      div_pow, sq_abs, EuclideanSpace.norm_sq_eq, Fin.sum_univ_three]
    simp only [Real.norm_eq_abs, sq_abs]
    rw [hx, hy, hz]
    simp only [e00, e11, e01, e10, Complex.ofReal_re, Complex.zero_re, Complex.zero_im]
    ring
```

For $r=\operatorname{diag}(a,b)$ the hole matrix is $\operatorname{diag}(1-a,1-b)$, so occupations in $[0,1]$ make both positive semidefinite. The entry formulas give $n=a+b$ and $\mathbf m=(0,0,(a-b)/2)$, with length $|a-b|/2$.

```lean
/-- At every filling `0 ≤ n ≤ 2`, the collinear matrix with occupations `min n 1` and
`max (n - 1) 0` satisfies `0 ≤ r ≤ 1` and has spin length `min (n/2) (1 - n/2)`. -/
theorem spin_bound_sharp {n : ℝ} (h0 : 0 ≤ n) (h2 : n ≤ 2) :
    IsSpinDensity (collinear (min n 1) (max (n - 1) 0)) ∧
      number (collinear (min n 1) (max (n - 1) 0)) = n ∧
      ‖spin (collinear (min n 1) (max (n - 1) 0))‖ = min (n / 2) (1 - n / 2) := by
  obtain ⟨hs, hn, hm⟩ := collinear_properties (a := min n 1) (b := max (n - 1) 0)
    (le_min h0 zero_le_one) (min_le_right _ _) (le_max_right _ _)
    (max_le (by linarith) zero_le_one)
  refine ⟨hs, ?_, ?_⟩
  · rw [hn]
    rcases le_total n 1 with h | h
    · rw [min_eq_left h, max_eq_right (by linarith)]; ring
    · rw [min_eq_right h, max_eq_left (by linarith)]; ring
  · rw [hm]
    rcases le_total n 1 with h | h
    · rw [min_eq_left h, max_eq_right (by linarith), min_eq_left (by linarith),
        abs_of_nonneg (by linarith)]
      ring
    · rw [min_eq_right h, max_eq_left (by linarith), min_eq_right (by linarith),
        abs_of_nonneg (by linarith)]
      ring

end

end HubbardSpinDensity
```

Fill spin up first, then spin down. For $n\le1$ the occupations are $(n,0)$ and the spin length is $n/2$; for $n\ge1$ they are $(1,n-1)$ and it is $1-n/2$. The spin bound is therefore attained at every filling $0\le n\le2$, including the empty and full site, where it is zero.

```lean
#print axioms HubbardSpinDensity.hubbardFactor_rotation
#print axioms HubbardSpinDensity.det_and_spin_bound
#print axioms HubbardSpinDensity.hubbardFactor_range
#print axioms HubbardSpinDensity.spin_bound_sharp
```

```
'HubbardSpinDensity.hubbardFactor_rotation' depends on axioms: [propext, Classical.choice, Quot.sound]
'HubbardSpinDensity.det_and_spin_bound' depends on axioms: [propext, Classical.choice, Quot.sound]
'HubbardSpinDensity.hubbardFactor_range' depends on axioms: [propext, Classical.choice, Quot.sound]
'HubbardSpinDensity.spin_bound_sharp' depends on axioms: [propext, Classical.choice, Quot.sound]
```
